# The minimum momentum transfer of a massive particle lies between energy loss over initial speed and energy loss over final speed

A free particle of mass m has total energy E, which includes its rest energy. Units are chosen with c = 1, so the rest energy is m and the kinetic energy is E − m. The particle arrives with energy E, gives up an energy D to a target, and leaves with energy E − D. The condition 0 < D < E − m says that it loses some of its kinetic energy but not all of it.

```lean
import Mathlib

open Set

namespace EnergyLossMomentumTransfer

noncomputable section
```

The magnitude of the momentum is fixed by the energy:

p(E) = √(E² − m²).

In Lean this is `momentum m E`, a real function of two real numbers.

```lean
/-- Momentum of a free particle of mass `m` and total energy `E`, in units with `c = 1`. -/
def momentum (m E : ℝ) : ℝ := Real.sqrt (E ^ 2 - m ^ 2)
```

The speed is momentum divided by energy:

v(E) = p(E)/E.

The quotient D/v(E) is therefore D E/p(E), and D/v(E − D) is D (E − D)/p(E − D).

```lean
/-- Speed of a free particle of mass `m` and total energy `E`: momentum divided by energy. -/
def speed (m E : ℝ) : ℝ := momentum m E / E
```

Directions matter as soon as the particle scatters, so momenta are also needed as vectors. They live in three-dimensional Euclidean space, and ‖k‖ is the ordinary length of k.

```lean
/-- Momentum vectors in three-dimensional space. -/
abbrev Momentum3 := EuclideanSpace ℝ (Fin 3)
```

Let k be the incident momentum and k' the scattered one. The momentum transfer has magnitude q = ‖k − k'‖. The set `transfers m E D k` collects every such q for which k' has length p(E − D), whatever its direction. The target enters only through the loss D: its excitation spectrum and the intensity scattered into each direction are not part of the model.

```lean
/-- The magnitudes of momentum transfer open to a particle of mass `m` that arrives with
momentum vector `k` and energy `E` and leaves, in any direction, with energy `E - D`. -/
def transfers (m E D : ℝ) (k : Momentum3) : Set ℝ :=
  {q | ∃ k' : Momentum3, ‖k'‖ = momentum m (E - D) ∧ q = ‖k - k'‖}
```

In electron energy-loss spectroscopy, D/v(E) is a familiar estimate of the momentum transferred in forward scattering. For a free particle of positive mass with a fixed loss, the parts below show that this estimate is always too small, and they bound the true value from above as well.

## (a) Momentum is positive above the rest energy

**Task.** Let m ≥ 0 and E > m. Show that p(E) > 0.

**Solution.** Factor the expression under the root:

E² − m² = (E − m)(E + m).

The first factor is positive by assumption. The second is positive because E > m ≥ 0. The square root of a positive number is positive.

The Lean proof has the same two steps: `Real.sqrt_pos` reduces the claim to positivity of the radicand, and `nlinarith` supplies that. The massless case is allowed here.

```lean
/-- A particle whose total energy exceeds its rest energy has positive momentum. -/
theorem momentum_pos {m E : ℝ} (hm : 0 ≤ m) (hE : m < E) : 0 < momentum m E :=
  Real.sqrt_pos.2 (by nlinarith)
```

## (b) The mass-shell relation

**Task.** Under the same assumptions, show that p(E)² = E² − m².

**Solution.** Squaring a square root returns the radicand, provided that the radicand is not negative. By the factorisation in (a) it is positive.

This relation is what later parts use to remove square roots. In Lean, `Real.sq_sqrt` asks for exactly the non-negativity just mentioned.

```lean
/-- The mass-shell relation: squared momentum is squared energy minus squared mass. -/
theorem momentum_sq {m E : ℝ} (hm : 0 ≤ m) (hE : m < E) :
    momentum m E ^ 2 = E ^ 2 - m ^ 2 :=
  Real.sq_sqrt (by nlinarith)
```

## (c) An inequality for two points on the mass shell

**Task.** Let m > 0 and let a and b be two energies with m < a < b. Show that

p(b) p(a) < b a − m².

**Solution.** The right-hand side is positive, since

b a − m² = (b − a) a + (a − m)(a + m),

and both terms on the right are positive. The left-hand side is positive by (a). It is therefore enough to compare squares. By (b),

p(b)² p(a)² = (b² − m²)(a² − m²) = b²a² − m²b² − m²a² + m⁴,

while

(b a − m²)² = b²a² − 2m²b a + m⁴.

Subtracting the first from the second gives

(b a − m²)² − p(b)² p(a)² = m²(b² − 2b a + a²) = m²(b − a)².

This is positive because the mass is positive and the energies differ.

The Lean proof records the positivity of the right-hand side as `hpos`, with the two products above given to `nlinarith` as hints. The comparison of squares is `hsq`: the mass-shell relation is substituted for both momenta, and the positive number m²(b − a)² closes the gap. The last line passes from the squares back to the numbers themselves.

```lean
/-- For positive mass and two different energies above the rest energy, the product of the momenta
is smaller than the product of the energies minus the squared mass. -/
theorem momentum_mul_lt {m a b : ℝ} (hm : 0 < m) (ha : m < a) (hab : a < b) :
    momentum m b * momentum m a < b * a - m ^ 2 := by
  have hpos : 0 < b * a - m ^ 2 := by
    nlinarith [mul_pos (sub_pos.2 hab) (hm.trans ha),
      mul_pos (sub_pos.2 ha) (add_pos (hm.trans ha) hm)]
  -- the squares differ by m² (b - a)²
  have hsq : (momentum m b * momentum m a) ^ 2 < (b * a - m ^ 2) ^ 2 := by
    rw [mul_pow, momentum_sq hm.le (ha.trans hab), momentum_sq hm.le ha]
    nlinarith [mul_pos (pow_pos hm 2) (pow_pos (sub_pos.2 hab) 2)]
  exact lt_of_pow_lt_pow_left₀ 2 hpos.le hsq
```

## (d) Loss over speed bounds the momentum difference on both sides

**Task.** Let m > 0 and 0 < D < E − m. Show that

D/v(E) < p(E) − p(E − D) < D/v(E − D).

**Solution.** Write E' = E − D, p = p(E) and p' = p(E'). Then m < E' < E, and (c) with a = E' and b = E gives

p p' < E E' − m².

Both bounds turn out to be this inequality in disguise.

The lower bound says D E/p < p − p'. Multiply by p > 0:

D E < p² − p p'.

Insert D = E − E' and p² = E² − m²:

E² − E E' < E² − m² − p p'.

Cancelling E² and rearranging gives p p' < E E' − m².

The upper bound says p − p' < D E'/p'. Multiply by p' > 0:

p p' − p'² < D E'.

Insert D = E − E' and p'² = E'² − m²:

p p' − E'² + m² < E E' − E'².

Cancelling E'² again gives p p' < E E' − m². Every step can be reversed, so both bounds hold.

**A numerical instance.** Take m = 12, E = 15 and D = 2 in a common energy unit, so that E' = 13 and D is less than E − m = 3. The momenta are whole numbers:

p = √(225 − 144) = 9,  p' = √(169 − 144) = 5.

The inequality from (c) reads 45 < 195 − 144 = 51. The difference of momenta is 4, and the two bounds are

D E/p = 2 · 15/9 = 10/3 ≈ 3.33,  D E'/p' = 2 · 13/5 = 5.2.

Indeed 3.33 < 4 < 5.2.

The Lean statement is a conjunction of the two strict inequalities, with `hm`, `hD` and `hDE` expressing m > 0, D > 0 and D < E − m. The limiting case D = E − m, in which the particle stops and the final speed vanishes, is excluded. In the proof, `key` is the inequality from (c), and `h1` and `h2` are the mass-shell relations at E and E − D. The `simp only` step rewrites D/(p/E) as D E/p. The lemmas `div_lt_iff₀` and `lt_div_iff₀` then multiply through by the positive momenta, and `nlinarith` does the cancellation shown above.

```lean
/-- For a particle of positive mass that loses some but not all of its kinetic energy, the
difference of initial and final momentum lies strictly between the energy loss divided by the
initial speed and the energy loss divided by the final speed. -/
theorem loss_div_speed_bounds {m E D : ℝ} (hm : 0 < m) (hD : 0 < D) (hDE : D < E - m) :
    D / speed m E < momentum m E - momentum m (E - D) ∧
      momentum m E - momentum m (E - D) < D / speed m (E - D) := by
  have hE : m < E := by linarith
  have hE' : m < E - D := by linarith
  have key := momentum_mul_lt hm hE' (by linarith : E - D < E)
  have h1 := momentum_sq hm.le hE
  have h2 := momentum_sq hm.le hE'
  simp only [speed, div_div_eq_mul_div]
  -- with denominators cleared, both bounds are the inequality `key`
  constructor
  · rw [div_lt_iff₀ (momentum_pos hm.le hE)]
    nlinarith [key, h1]
  · rw [lt_div_iff₀ (momentum_pos hm.le hE')]
    nlinarith [key, h2]
```

## (e) Forward scattering gives the least transfer

**Task.** Let m ≥ 0, 0 ≤ D < E − m and ‖k‖ = p(E). Show that the smallest momentum transfer over all scattering directions is p(E) − p(E − D).

**Solution.** Keep the abbreviations p and p'. Two things are needed: no transfer is smaller than p − p', and some direction attains this value.

For the first, let k' be any vector of length p'. The reverse triangle inequality gives

‖k − k'‖ ≥ ‖k‖ − ‖k'‖ = p − p'.

For the second, let the particle continue straight ahead:

k' = (p'/p) k.

This vector has length (p'/p) p = p', as required. The transfer is

k − k' = (1 − p'/p) k.

Since E − D ≤ E, we have p' ≤ p, so the factor in brackets is not negative. The length of k − k' is therefore (1 − p'/p) p = p − p'.

In the numerical instance, forward scattering transfers 9 − 5 = 4. Scattering through a right angle transfers √(81 + 25) ≈ 10.3, and backward scattering transfers 14.

The Lean predicate `IsLeast` contains both halves: membership in the set of transfers, and being a lower bound for it. The minimum is thus derived from the vector geometry and is not put in by definition. The first branch of the proof supplies the forward vector, checks its length, and computes the transfer. The second takes an arbitrary k' and applies `norm_sub_norm_le`, the reverse triangle inequality. The statement covers massless particles and also elastic scattering, D = 0, for which the least transfer is zero.

```lean
/-- Over all directions of the scattered particle, the least momentum transfer is the
difference of the initial and final momenta. -/
theorem isLeast_transfers {m E D : ℝ} (hm : 0 ≤ m) (hD : 0 ≤ D) (hDE : D < E - m)
    (k : Momentum3) (hk : ‖k‖ = momentum m E) :
    IsLeast (transfers m E D k) (momentum m E - momentum m (E - D)) := by
  have hp : 0 < momentum m E := momentum_pos hm (by linarith)
  have hp' : 0 < momentum m (E - D) := momentum_pos hm (by linarith)
  have hle : momentum m (E - D) ≤ momentum m E :=
    Real.sqrt_le_sqrt (by nlinarith)
  constructor
  · -- forward scattering attains the minimum
    refine ⟨(momentum m (E - D) / momentum m E) • k, ?_, ?_⟩
    · rw [norm_smul, Real.norm_of_nonneg (div_pos hp' hp).le, hk,
        div_mul_cancel₀ _ hp.ne']
    · have hr : 0 ≤ 1 - momentum m (E - D) / momentum m E :=
        sub_nonneg.2 ((div_le_one hp).2 hle)
      have hs : k - (momentum m (E - D) / momentum m E) • k
          = (1 - momentum m (E - D) / momentum m E) • k := by
        rw [sub_smul, one_smul]
      rw [hs, norm_smul, Real.norm_of_nonneg hr, hk, sub_mul, one_mul,
        div_mul_cancel₀ _ hp.ne']
  · -- the reverse triangle inequality bounds every other direction
    rintro q ⟨k', hk', rfl⟩
    rw [← hk, ← hk']
    exact norm_sub_norm_le k k'
```

## (f) Every transfer exceeds loss over initial speed

**Task.** Let m > 0, 0 < D < E − m and ‖k‖ = p(E). Show that every possible momentum transfer q satisfies q > D/v(E).

**Solution.** Join the lower bound from (d) to the minimum from (e):

D/v(E) < p(E) − p(E − D) ≤ q.

The upper bound from (d) does not extend in the same way, because it concerns the minimum alone. In the numerical instance, the right-angle transfer of about 10.3 is well above 5.2.

In Lean, the hypothesis `hq` says that q belongs to the set of transfers, so the scattering direction is arbitrary. The proof is the displayed chain: `.1` picks the lower bound out of (d), `.2` picks the lower-bound property out of (e), and `trans_le` joins them.

```lean
/-- For a particle of positive mass that loses some but not all of its kinetic energy, whatever the
scattering direction, the momentum transfer exceeds the energy loss divided by the initial speed. -/
theorem loss_div_speed_lt_transfer {m E D q : ℝ} (hm : 0 < m) (hD : 0 < D)
    (hDE : D < E - m) (k : Momentum3) (hk : ‖k‖ = momentum m E)
    (hq : q ∈ transfers m E D k) : D / speed m E < q :=
  (loss_div_speed_bounds hm hD hDE).1.trans_le
    ((isLeast_transfers hm.le hD.le hDE k hk).2 hq)
```

## (g) The slope of momentum against energy is the reciprocal speed

**Task.** Let m ≥ 0 and E > m. Show that dp/dE = 1/v(E).

**Solution.** Put u(E) = E² − m², so that p = √u and du/dE = 2E. Since u is positive, the chain rule applies:

dp/dE = 2E/(2√u) = E/p(E) = 1/v(E).

To first order in a small loss D, the difference p(E) − p(E − D) is therefore D/v(E). This is the small-loss rule, and (d) adds that for positive mass the rule errs on the low side at every allowed loss.

In Lean, `HasDerivAt` states that the function `momentum m` is differentiable at E with the given derivative. The step `h` differentiates the radicand, `hne` records that it is not zero, and `hs` simplifies the chain-rule quotient to the reciprocal speed.

```lean
/-- The rate of change of momentum with energy is the reciprocal of the speed. -/
theorem hasDerivAt_momentum {m E : ℝ} (hm : 0 ≤ m) (hE : m < E) :
    HasDerivAt (momentum m) (1 / speed m E) E := by
  have h : HasDerivAt (fun x : ℝ => x ^ 2 - m ^ 2) (2 * E) E := by
    simpa using (hasDerivAt_pow 2 E).sub_const (m ^ 2)
  have hne : E ^ 2 - m ^ 2 ≠ 0 := by
    have : 0 < E ^ 2 - m ^ 2 := by nlinarith
    exact this.ne'
  have hs : 2 * E / (2 * Real.sqrt (E ^ 2 - m ^ 2)) = 1 / speed m E := by
    rw [speed, momentum, one_div_div, mul_div_mul_left _ _ (two_ne_zero)]
  exact (h.sqrt hne).congr_deriv hs
```

## (h) For a massless particle the bounds meet

**Task.** Let m = 0 and 0 < D < E. Show that p(E) − p(E − D), D/v(E) and D/v(E − D) are all equal to D.

**Solution.** For every x > 0,

p(x) = √(x²) = x,

so v(x) = x/x = 1. Both E and E − D are positive. Hence

p(E) − p(E − D) = E − (E − D) = D,

and dividing D by a speed of 1 leaves D.

The strict inequalities in (d) thus become equalities at m = 0, which shows that the positive mass assumed there is needed. By (e), which admits m = 0, the common value D is also the least momentum transfer. For X-ray Raman scattering, with the photons treated as free massless particles, this means that the smallest momentum transfer at a given loss equals that loss, in units with c = 1.

The auxiliary step `h` in Lean is the formula p(x) = x for positive x. The three equalities then follow by substitution.

```lean
/-- For a massless particle the difference of initial and final momentum, the loss divided by
the initial speed and the loss divided by the final speed are all equal to the loss. -/
theorem massless_bounds_eq {E D : ℝ} (hD : 0 < D) (hDE : D < E) :
    momentum 0 E - momentum 0 (E - D) = D ∧
      D / speed 0 E = D ∧ D / speed 0 (E - D) = D := by
  have h : ∀ x : ℝ, 0 < x → momentum 0 x = x := by
    intro x hx
    have h0 : x ^ 2 - (0 : ℝ) ^ 2 = x ^ 2 := by ring
    rw [momentum, h0, Real.sqrt_sq hx.le]
  have hE : 0 < E := hD.trans hDE
  have hE' : 0 < E - D := sub_pos.2 hDE
  refine ⟨?_, ?_, ?_⟩
  · rw [h E hE, h (E - D) hE']
    ring
  · rw [speed, h E hE, div_self hE.ne', div_one]
  · rw [speed, h (E - D) hE', div_self hE'.ne', div_one]

end

end EnergyLossMomentumTransfer
```

```lean
#print axioms EnergyLossMomentumTransfer.loss_div_speed_lt_transfer
#print axioms EnergyLossMomentumTransfer.hasDerivAt_momentum
#print axioms EnergyLossMomentumTransfer.massless_bounds_eq
```

```
'EnergyLossMomentumTransfer.loss_div_speed_lt_transfer' depends on axioms: [propext, Classical.choice, Quot.sound]
'EnergyLossMomentumTransfer.hasDerivAt_momentum' depends on axioms: [propext, Classical.choice, Quot.sound]
'EnergyLossMomentumTransfer.massless_bounds_eq' depends on axioms: [propext, Classical.choice, Quot.sound]
```
